# In a uniform magnetic field, the Peierls phase around a closed polygon is translation invariant and proportional to its signed area

## Polygons as sequences of corners

A polygon is described here by its corners in order, not as a region of the plane. A path with n bonds is a sequence of points p 0, p 1, …, p n, and it is a closed polygon when p n = p 0. The corners may be any points of the plane, and the path may cross itself or retrace a bond. This suits a tight-binding model, where an electron hops from site to site and the phase it collects depends on the sequence of bonds.

The field is uniform and perpendicular to the plane. Its vector potential is taken in the symmetric gauge,

A(x) = (B/2)(−x_y, x_x).

The real number B stands for the magnetic field multiplied by q/ħ, where q is the charge of the hopping particle, negative for an electron. B times an area is then a dimensionless phase, and A as written here contains the same factor q/ħ. In the Peierls substitution, the hopping amplitude of the bond from r to s is multiplied by exp(i a(r,s)), where

a(r,s) = (B/2)(r_x s_y − r_y s_x).

This formula refers to the origin of coordinates, although a uniform field singles out no point. The phases of individual bonds can change when the lattice is shifted, but their sum around a closed polygon does not. In a tight-binding model with these phases, the total phase around a plaquette is therefore the same for all translated copies of it, traversed in the same sense, which gives a simple check on a program that sets up the hoppings. If only the complex factors exp(i a) are stored, the totals are to be compared modulo 2π.

## What the theorems say

Points are elements of `ℝ × ℝ`, with `.1` and `.2` for the x and y components. The phase a(r,s) is `peierlsPhase B r s`, and `pathPhase B p n` is its sum over the n bonds of a path. The sequence `p` is formally defined for all natural numbers, but only its values from `p 0` to `p n` enter.

The signed area of a triangle u, v, w is half the determinant of the edge vectors v − u and w − u. It is positive when the corners run counterclockwise. In the file it is `signedArea u v w`.

The main statements are these.

- `polygonPhase_translate`: if `p n = p 0`, adding the same vector t to every corner leaves the total phase unchanged.
- `translation_invariant_iff_closed`: for B ≠ 0, the total phase of a path is unchanged under every translation exactly when the path is closed.
- `trianglePhase_eq_flux`: the phases of the bonds u→v, v→w and w→u add up to B times the signed area of the triangle.
- `polygonPhase_eq_flux`: for a closed polygon and any reference point o, the total phase is B times the sum of the signed areas of the triangles o, p i, p (i+1).
- `prod_hoppingPhase_eq_exp_flux`: the product of the factors exp(i a) around a closed polygon is exp(i · B · that sum).

The theorem `lineIntegral_eq_peierlsPhase` ties a(r,s) to the vector potential: it is the line integral of A along the straight bond. That hopping amplitudes acquire this phase is the Peierls approximation, which is assumed and not derived. Non-uniform fields and curved hopping paths are not treated. For a simple polygon, whose bonds meet only where consecutive ones share a corner, the sum of signed areas is the enclosed area up to a sign given by the sense of traversal, a fact of plane geometry that the theorems neither use nor establish.

## From one bond to the flux

Write u × v = u_x v_y − u_y v_x. This product is linear in each argument, changes sign when the arguments are exchanged, and satisfies u × u = 0. In this notation a(r,s) = (B/2) r × s.

**The line integral.** Parametrise the bond by x(τ) = r + τ(s − r), with τ from 0 to 1. The integrand is

A(x(τ)) · (s − r) = (B/2) x(τ) × (s − r)
= (B/2) [r × (s − r) + τ (s − r) × (s − r)]
= (B/2) r × s.

It does not depend on τ, so the integral over the unit interval is a(r,s).

**Translating a bond.** Expanding the product gives

a(r + t, s + t) = (B/2) [r × s + r × t + t × s + t × t]
= a(r,s) + a(t,s) − a(t,r).

The change is the difference of the function χ(x) = a(t,x) between the two ends of the bond. This is the form of a gauge transformation.

**Translating a path.** In the sum over bonds the differences telescope:

Σ_{i=0}^{n−1} [a(t, p (i+1)) − a(t, p i)] = a(t, p n) − a(t, p 0) = a(t, p n − p 0).

If the path is closed, p n − p 0 = 0 and the total phase is unchanged.

Conversely, let d = p n − p 0 and suppose that a(t,d) = 0 for every t. The choices t = (0,1) and t = (1,0) give

−(B/2) d_x = 0 and (B/2) d_y = 0.

For B ≠ 0 both components of d vanish and the path is closed. For B = 0 all phases are zero, so invariance says nothing about the path.

**The triangle.** Twice the signed area is

(v − u) × (w − u) = v × w − v × u − u × w + u × u
= u × v + v × w + w × u.

Multiplying by B/2 gives

B · area(u,v,w) = a(u,v) + a(v,w) + a(w,u).

**The polygon.** Translate a closed polygon by −o, which leaves its total phase unchanged:

Σ a(p i, p (i+1)) = Σ a(p i − o, p (i+1) − o)
= Σ (B/2) (p i − o) × (p (i+1) − o)
= B Σ area(o, p i, p (i+1)).

All sums run from i = 0 to n − 1. The left side does not contain o, so the right side has the same value for every choice of o.

**The phase factors.** A product of exponentials is the exponential of the sum, hence

Π exp(i a(p j, p (j+1))) = exp(i B Σ area(o, p j, p (j+1))),

where i is now the imaginary unit and j runs from 0 to n − 1.

## The Lean file

```lean
import Mathlib

open Finset

namespace PeierlsPhaseGauge

noncomputable section

/-- The vector potential of a uniform field `B` in the symmetric gauge, `(B/2)(-y, x)`. -/
def vectorPotential (B : ℝ) (x : ℝ × ℝ) : ℝ × ℝ :=
  (-(B / 2 * x.2), B / 2 * x.1)

/-- The Peierls phase `(B/2)(r_x s_y - r_y s_x)` of the bond from `r` to `s`. -/
def peierlsPhase (B : ℝ) (r s : ℝ × ℝ) : ℝ :=
  B / 2 * (r.1 * s.2 - r.2 * s.1)

/-- The total Peierls phase along the path `p 0, p 1, …, p n`. -/
def pathPhase (B : ℝ) (p : ℕ → ℝ × ℝ) (n : ℕ) : ℝ :=
  ∑ i ∈ range n, peierlsPhase B (p i) (p (i + 1))

/-- The signed area of the triangle `u, v, w`: half the determinant of the edge vectors
`v - u` and `w - u`. -/
def signedArea (u v w : ℝ × ℝ) : ℝ :=
  ((v.1 - u.1) * (w.2 - u.2) - (v.2 - u.2) * (w.1 - u.1)) / 2

/-- The Peierls phase of a bond is the line integral of the vector potential along the
straight segment from `r` to `s`. -/
theorem lineIntegral_eq_peierlsPhase (B : ℝ) (r s : ℝ × ℝ) :
    ∫ τ in (0 : ℝ)..1,
      ((vectorPotential B (r + τ • (s - r))).1 * (s - r).1
        + (vectorPotential B (r + τ • (s - r))).2 * (s - r).2) = peierlsPhase B r s := by
  -- the component of the potential along the bond is constant on the bond
  have h : ∀ τ : ℝ,
      (vectorPotential B (r + τ • (s - r))).1 * (s - r).1
        + (vectorPotential B (r + τ • (s - r))).2 * (s - r).2 = peierlsPhase B r s := by
    intro τ
    simp only [vectorPotential, peierlsPhase, Prod.fst_add, Prod.snd_add, Prod.smul_fst,
      Prod.smul_snd, Prod.fst_sub, Prod.snd_sub, smul_eq_mul]
    ring
  simp only [h]
  simp

/-- Translating a bond by `t` changes its Peierls phase by the difference of the gauge
function `x ↦ peierlsPhase B t x` between the two ends. -/
theorem peierlsPhase_translate (B : ℝ) (r s t : ℝ × ℝ) :
    peierlsPhase B (r + t) (s + t)
      = peierlsPhase B r s + (peierlsPhase B t s - peierlsPhase B t r) := by
  simp only [peierlsPhase, Prod.fst_add, Prod.snd_add]
  ring

/-- Translating a whole path by `t` adds `peierlsPhase B t (p n - p 0)` to its total phase, where `p
n - p 0` is the end-to-end vector of the path. -/
theorem pathPhase_translate (B : ℝ) (p : ℕ → ℝ × ℝ) (n : ℕ) (t : ℝ × ℝ) :
    pathPhase B (fun i => p i + t) n
      = pathPhase B p n + peierlsPhase B t (p n - p 0) := by
  induction n with
  | zero => simp [pathPhase, peierlsPhase]
  | succ n ih =>
    -- the gauge terms of successive bonds telescope
    simp only [pathPhase, Finset.sum_range_succ] at ih ⊢
    rw [ih, peierlsPhase_translate]
    simp only [peierlsPhase, Prod.fst_sub, Prod.snd_sub]
    ring

/-- The total Peierls phase around a closed polygon is unchanged when all vertices are
translated by a common vector. -/
theorem polygonPhase_translate (B : ℝ) (p : ℕ → ℝ × ℝ) (n : ℕ) (hp : p n = p 0)
    (t : ℝ × ℝ) :
    pathPhase B (fun i => p i + t) n = pathPhase B p n := by
  rw [pathPhase_translate, hp]
  simp [peierlsPhase]

/-- In a nonzero field, the total phase of a path is invariant under all translations exactly
when the path is closed. -/
theorem translation_invariant_iff_closed (B : ℝ) (hB : B ≠ 0) (p : ℕ → ℝ × ℝ) (n : ℕ) :
    (∀ t : ℝ × ℝ, pathPhase B (fun i => p i + t) n = pathPhase B p n) ↔ p n = p 0 := by
  constructor
  · intro h
    -- unit translations along the two axes detect the two components of the open end
    have hx := h (0, 1)
    have hy := h (1, 0)
    rw [pathPhase_translate] at hx hy
    simp only [peierlsPhase, Prod.fst_sub, Prod.snd_sub] at hx hy
    have h1 : B * ((p n).1 - (p 0).1) = 0 := by linarith
    have h2 : B * ((p n).2 - (p 0).2) = 0 := by linarith
    exact Prod.ext (sub_eq_zero.mp ((mul_eq_zero.mp h1).resolve_left hB))
      (sub_eq_zero.mp ((mul_eq_zero.mp h2).resolve_left hB))
  · intro hp t
    exact polygonPhase_translate B p n hp t

/-- The Peierls phase around a triangle equals `B` times its signed area. -/
theorem trianglePhase_eq_flux (B : ℝ) (u v w : ℝ × ℝ) :
    peierlsPhase B u v + peierlsPhase B v w + peierlsPhase B w u
      = B * signedArea u v w := by
  simp only [peierlsPhase, signedArea]
  ring

/-- The Peierls phase around a closed polygon equals `B` times the sum of the signed areas of
the triangles spanned by its edges and an arbitrary reference point `o`. -/
theorem polygonPhase_eq_flux (B : ℝ) (p : ℕ → ℝ × ℝ) (n : ℕ) (hp : p n = p 0)
    (o : ℝ × ℝ) :
    pathPhase B p n = B * ∑ i ∈ range n, signedArea o (p i) (p (i + 1)) := by
  -- translation invariance lets us move the reference point to the origin
  rw [← polygonPhase_translate B p n hp (-o), pathPhase, Finset.mul_sum]
  apply Finset.sum_congr rfl
  intro i _
  simp only [peierlsPhase, signedArea, Prod.fst_add, Prod.snd_add, Prod.fst_neg,
    Prod.snd_neg]
  ring

/-- The product of the hopping phase factors around a closed polygon is the exponential of
`i B` times the sum of the signed areas of the triangles spanned by its edges and `o`. -/
theorem prod_hoppingPhase_eq_exp_flux (B : ℝ) (p : ℕ → ℝ × ℝ) (n : ℕ) (hp : p n = p 0)
    (o : ℝ × ℝ) :
    ∏ i ∈ range n, Complex.exp ((peierlsPhase B (p i) (p (i + 1)) : ℂ) * Complex.I)
      = Complex.exp
          (((B * ∑ i ∈ range n, signedArea o (p i) (p (i + 1)) : ℝ) : ℂ) * Complex.I) := by
  rw [← polygonPhase_eq_flux B p n hp o, ← Complex.exp_sum, ← Finset.sum_mul, pathPhase,
    Complex.ofReal_sum]

end

end PeierlsPhaseGauge
```

```lean
#print axioms PeierlsPhaseGauge.polygonPhase_translate
-- 'PeierlsPhaseGauge.polygonPhase_translate' depends on axioms: [propext, Classical.choice, Quot.sound]
#print axioms PeierlsPhaseGauge.translation_invariant_iff_closed
-- 'PeierlsPhaseGauge.translation_invariant_iff_closed' depends on axioms: [propext, Classical.choice, Quot.sound]
#print axioms PeierlsPhaseGauge.trianglePhase_eq_flux
-- 'PeierlsPhaseGauge.trianglePhase_eq_flux' depends on axioms: [propext, Classical.choice, Quot.sound]
#print axioms PeierlsPhaseGauge.prod_hoppingPhase_eq_exp_flux
-- 'PeierlsPhaseGauge.prod_hoppingPhase_eq_exp_flux' depends on axioms: [propext, Classical.choice, Quot.sound]
```

## How the proofs follow the calculation

In `lineIntegral_eq_peierlsPhase`, the auxiliary statement `h` says that the integrand equals a(r,s) at every τ. The definitions are written out in components and `ring` carries out the cancellation of the τ term. What remains is the integral of a constant over the unit interval, which `simp` evaluates.

The bond identity `peierlsPhase_translate` is again an expansion in components followed by `ring`. The telescoping in `pathPhase_translate` is done by induction on the number of bonds. A path with no bonds has zero phase and no end-to-end displacement. When a bond is added, the induction hypothesis accounts for the first n bonds and `peierlsPhase_translate` for the new one. The remaining identity is

a(t, p n − p 0) + a(t, p (n+1)) − a(t, p n) = a(t, p (n+1) − p 0),

which `ring` confirms.

For a closed polygon, `polygonPhase_translate` substitutes `p n = p 0` into this result, and the extra term becomes a(t,0) = 0. The converse direction of `translation_invariant_iff_closed` applies the assumed invariance to the two unit translations. From the resulting equations `linarith` extracts that B times each component of the displacement is zero. The hypothesis `hB` then removes the factor B, and `Prod.ext` assembles the equality of points from the equality of their components.

The triangle formula needs only the definitions and `ring`. In `polygonPhase_eq_flux`, the first rewrite uses translation invariance from right to left with the vector `-o`, as in the derivation. `Finset.mul_sum` moves B inside the sum of areas, and `Finset.sum_congr` reduces the claim to one algebraic identity per bond.

The last theorem first replaces the flux by the total phase. `Complex.exp_sum` then turns the product of exponentials into the exponential of a sum, and `Finset.sum_mul` takes out the common factor `Complex.I`. Finally, `Complex.ofReal_sum` identifies the sum of the phases, each regarded as a complex number, with their real sum regarded as one.
